# The radial derivative of a density mode r^l P(r²) away from the trap centre

The declaration concerns the radial profile of a density oscillation, f(r) = r^l P(r²), where l is a natural number and P is any real polynomial. It states that at every real x ≠ 0 this profile has derivative l f(x)/x + 2x · x^l P′(x²). The profile is unnormalised, and P is not required to solve any equation of motion. The attempt uses the product rule, with the chain rule for the factor P(r²), and rewrites l x^(l−1) as l x^l/x, which is where x ≠ 0 matters.

In Lean, a first try:

```lean
import Mathlib

open Polynomial Topology

namespace StringariModes

noncomputable section

/-- The radial density oscillation `r^l P(r²)`. -/
def densityMode (l : ℕ) (P : ℝ[X]) (r : ℝ) : ℝ := r ^ l * P.eval (r ^ 2)

/-- The radial slope of a density mode away from the trap centre. -/
theorem hasDerivAt_densityMode (l : ℕ) (P : ℝ[X]) {x : ℝ} (hx : x ≠ 0) :
    HasDerivAt (densityMode l P)
      (l * densityMode l P x / x + 2 * x * densityMode l (derivative P) x) x := by
  have h3 : (l : ℝ) * x ^ (l - 1) = l * x ^ l / x := by
    rcases l with _ | k
    · simp
    · rw [Nat.add_sub_cancel, pow_succ]
      field_simp
  have h1 : HasDerivAt (fun y : ℝ => y ^ l) (l * x ^ (l - 1)) x := hasDerivAt_pow l x
  have h2 : HasDerivAt (fun y : ℝ => P.eval (y ^ 2))
      ((derivative P).eval (x ^ 2) * (2 * x)) x :=
    ((P.hasDerivAt (x ^ 2)).comp x (hasDerivAt_pow 2 x)).congr_deriv (by norm_num)
  refine (h1.fun_mul h2).congr_deriv ?_
  rw [h3]
  simp only [densityMode]
  ring

end

end StringariModes
```

Messages:

```
Main.lean:24:4: error: Type mismatch
  HasDerivAt.congr_deriv (HasDerivAt.comp x ?m.187 (hasDerivAt_pow 2 x)) ?m.201
has type
  HasDerivAt (?m.184 ∘ fun x => x ^ 2) ?m.199 x
but is expected to have type
  HasDerivAt (fun y => eval (y ^ 2) P) (eval (x ^ 2) (derivative P) * (2 * x)) x
Main.lean:24:70: error: unsolved goals
l : ℕ
P : ℝ[X]
x : ℝ
hx : x ≠ 0
h3 : ↑l * x ^ (l - 1) = ↑l * x ^ l / x
h1 : HasDerivAt (fun y => y ^ l) (↑l * x ^ (l - 1)) x
⊢ eval (x ^ 2) (derivative P) * (2 * x) = ?m.199
```

Diagnosis. The first message says that the chain-rule term does not have the type stated for `h2`. In it the outer function is still the unknown `?m.184`, so the argument `P.hasDerivAt (x ^ 2)` had not yet fixed it. Lean therefore had to match `?m.184 (y ^ 2)` with `eval (y ^ 2) P`. The unknown is applied to `y ^ 2` and not to a plain variable, and `eval` takes the polynomial last, so Lean did not find the function "evaluate `P`".

The second message follows from this: the derivative's value is also unknown, `?m.199`, and `norm_num` cannot prove an equation with an undetermined side.

The repair avoids `HasDerivAt.comp`. `hf` writes the function as the evaluation of one polynomial, `P.comp (X * X)`, and `rw [hf]` puts the goal in that form. `Polynomial.hasDerivAt` then applies directly, with a definite derivative. What remains is an equation between known expressions, which `simp only` expands by the derivative and evaluation rules and `ring` closes.

As a diff, the version that Lean accepts:

```diff
@@ -21,6 +21,13 @@
   have h1 : HasDerivAt (fun y : ℝ => y ^ l) (l * x ^ (l - 1)) x := hasDerivAt_pow l x
   have h2 : HasDerivAt (fun y : ℝ => P.eval (y ^ 2))
-      ((derivative P).eval (x ^ 2) * (2 * x)) x :=
-    ((P.hasDerivAt (x ^ 2)).comp x (hasDerivAt_pow 2 x)).congr_deriv (by norm_num)
+      ((derivative P).eval (x ^ 2) * (2 * x)) x := by
+    have hf : (fun y : ℝ => P.eval (y ^ 2)) = fun y => (P.comp (X * X)).eval y := by
+      funext y
+      simp only [eval_comp, eval_mul, eval_X, pow_two]
+    rw [hf]
+    refine ((P.comp (X * X)).hasDerivAt x).congr_deriv ?_
+    simp only [derivative_comp, derivative_mul, derivative_X, one_mul, mul_one, eval_mul,
+      eval_add, eval_comp, eval_X, pow_two]
+    ring
   refine (h1.fun_mul h2).congr_deriv ?_
   rw [h3]
```
